# A symmetric deletion of force constants with positive sum gives a translation-invariant Hessian a negative eigenvalue

Before a vibrational analysis, small or long-range force constants are sometimes set to zero to save work, and the diagonal is then reset so that uniform translation again costs no energy. For a finite harmonic model with one coordinate per atom, the results below give a sufficient condition for the truncated matrix, before the reset, to have an unstable mode, which would appear as an imaginary frequency, and identify the diagonal that removes the force under translation.

Let $H$ be the $n\times n$ force-constant matrix, $S$ the set of deleted entries, $A$ the truncated matrix, $d_i$ the sum of the deleted entries in row $i$, and $s=\sum_i d_i$. A coupling deleted at $(i,j)$ and $(j,i)$ counts twice in $s$. In Lean, `n` is the type of coordinates, and their number is `Fintype.card n`.

```lean
import Mathlib

open Matrix

namespace TruncatedForceConstants

noncomputable section

variable {n : Type*} [Fintype n] [DecidableEq n]

/-- The force-constant matrix after the entries in the set `S` have been set to zero. -/
def truncate (H : Matrix n n ℝ) (S : Finset (n × n)) : Matrix n n ℝ :=
  Matrix.of fun i j => if (i, j) ∈ S then 0 else H i j

/-- The sum of the deleted entries in row `i`. -/
def deletedRow (H : Matrix n n ℝ) (S : Finset (n × n)) (i : n) : ℝ :=
  ∑ j, if (i, j) ∈ S then H i j else 0

/-- The sum `s` of all deleted entries. -/
def deletedTotal (H : Matrix n n ℝ) (S : Finset (n × n)) : ℝ :=
  ∑ p ∈ S, H p.1 p.2
```

The displacement $u=(1,\dots,1)$ is not normalised; the Rayleigh quotient divides by $u\cdot u=n$.

```lean
/-- Uniform translation: every coordinate is displaced by one unit. -/
def translation : n → ℝ := fun _ => 1

/-- The Rayleigh quotient of `A` along a non-zero displacement `x`. -/
def rayleigh (A : Matrix n n ℝ) (x : n → ℝ) : ℝ := (x ⬝ᵥ A *ᵥ x) / (x ⬝ᵥ x)

/-- Each diagonal entry is replaced by minus the sum of the off-diagonal entries of its row. -/
def resetDiagonal (A : Matrix n n ℝ) : Matrix n n ℝ :=
  Matrix.of fun i j => if i = j then -∑ k ∈ Finset.univ.erase i, A i k else A i j
```

## Zero row sums: translation exerts no force

The hypothesis `hrow` says that shifting all atoms equally produces no force, as for a system without an external field. By hand, it enters here:

$$(Au)_i=\sum_j H_{ij}-d_i=-d_i,\qquad u\cdot Au=-\sum_i d_i=-s .$$

The first lemma splits each row into kept and deleted entries; the second sums over rows.

```lean
/-- If `H` has zero row sums, the truncated matrix maps uniform translation to minus the
deleted row sums. -/
theorem truncate_mulVec_translation (H : Matrix n n ℝ) (S : Finset (n × n))
    (hrow : ∀ i, ∑ j, H i j = 0) (i : n) :
    (truncate H S *ᵥ translation) i = -deletedRow H S i := by
  have h1 : (truncate H S *ᵥ translation) i = ∑ j, truncate H S i j := by
    simp [Matrix.mulVec, dotProduct, translation]
  -- kept and deleted entries together make up the full row
  have h2 : ∑ j, truncate H S i j + deletedRow H S i = ∑ j, H i j := by
    unfold deletedRow
    rw [← Finset.sum_add_distrib]
    refine Finset.sum_congr rfl fun j _ => ?_
    by_cases h : (i, j) ∈ S <;> simp [truncate, h]
  rw [h1]
  linarith [hrow i]

/-- If `H` has zero row sums, the quadratic form of the truncated matrix along uniform
translation is `-s`. -/
theorem translation_energy (H : Matrix n n ℝ) (S : Finset (n × n))
    (hrow : ∀ i, ∑ j, H i j = 0) :
    translation ⬝ᵥ truncate H S *ᵥ translation = -deletedTotal H S := by
  have h1 : ∀ w : n → ℝ, translation ⬝ᵥ w = ∑ i, w i := fun w => by
    simp [dotProduct, translation]
  have h2 : deletedTotal H S = ∑ p : n × n, if p ∈ S then H p.1 p.2 else 0 := by
    simp [deletedTotal, Finset.sum_ite_mem]
  rw [h1, Finset.sum_congr rfl fun i _ => truncate_mulVec_translation H S hrow i,
    Finset.sum_neg_distrib, h2, Fintype.sum_prod_type]
  rfl
```

Without the hypothesis, the conclusion can fail: deleting the off-diagonal entries of $\begin{pmatrix}2&1\\1&2\end{pmatrix}$ has $s=2$ but leaves only the eigenvalue 2.

## Symmetric matrix, symmetric deletion

The hypothesis `hH` expresses the equality of mixed second derivatives of the energy. With `hS`, which deletes $(j,i)$ whenever it deletes $(i,j)$, it makes $A$ symmetric. Diagonal entries may also belong to $S$.

```lean
omit [Fintype n] in
/-- Deleting a symmetric set of entries keeps a symmetric matrix symmetric. -/
theorem truncate_symm (H : Matrix n n ℝ) (S : Finset (n × n)) (hH : Hᵀ = H)
    (hS : ∀ i j, (i, j) ∈ S → (j, i) ∈ S) : (truncate H S)ᵀ = truncate H S := by
  ext i j
  have h1 : (j, i) ∈ S ↔ (i, j) ∈ S := ⟨hS _ _, hS _ _⟩
  have h2 : H j i = H i j := congrFun (congrFun hH i) j
  simp [truncate, h1, h2]
```

Symmetry turns a Rayleigh quotient into a bound on an eigenvalue. Let $\rho=x\cdot Ax/x\cdot x$ with $x\neq0$. If every eigenvalue of $A$ exceeded $\rho$, then $A-\rho I$, with $I$ the identity matrix, would be positive definite, yet $x\cdot(A-\rho I)x=0$. The Lean proof makes the same shift and reaches the same contradiction.

```lean
/-- A real symmetric matrix has an eigenvalue no larger than its Rayleigh quotient along any
non-zero displacement. -/
theorem exists_eigenvalue_le_rayleigh (A : Matrix n n ℝ) (hA : Aᵀ = A) (x : n → ℝ)
    (hx : x ≠ 0) : ∃ (μ : ℝ) (v : n → ℝ), v ≠ 0 ∧ A *ᵥ v = μ • v ∧ μ ≤ rayleigh A x := by
  have hB : (A - rayleigh A x • (1 : Matrix n n ℝ)).IsHermitian := by
    unfold Matrix.IsHermitian
    rw [Matrix.conjTranspose_eq_transpose_of_trivial, Matrix.transpose_sub,
      Matrix.transpose_smul, Matrix.transpose_one, hA]
  by_contra h
  -- otherwise the matrix shifted by the Rayleigh quotient is positive definite
  have hpos := hB.posDef_iff_eigenvalues_pos.2 fun i => by
    by_contra hi
    refine h ⟨hB.eigenvalues i + rayleigh A x, (hB.eigenvectorBasis i).ofLp, ?_, ?_,
      by linarith⟩
    · intro h0
      exact hB.eigenvectorBasis.orthonormal.ne_zero i (by ext j; exact congrFun h0 j)
    · have e := hB.mulVec_eigenvectorBasis i
      rw [Matrix.sub_mulVec, Matrix.smul_mulVec, Matrix.one_mulVec] at e
      rw [add_smul, ← e, sub_add_cancel]
  have h1 := hpos.dotProduct_mulVec_pos hx
  have hb : x ⬝ᵥ x ≠ 0 := fun h0 => hx (dotProduct_self_eq_zero.1 h0)
  have hc : rayleigh A x * (x ⬝ᵥ x) = x ⬝ᵥ A *ᵥ x := div_mul_cancel₀ _ hb
  rw [star_trivial, Matrix.sub_mulVec, Matrix.smul_mulVec, Matrix.one_mulVec,
    dotProduct_sub, dotProduct_smul, smul_eq_mul] at h1
  linarith
```

With $x=u$, the quotient is $\rho=-s/n$, so some eigenvalue is at most $-s/n$, and hence negative if $s>0$. `Nonempty n` ensures that there is at least one coordinate, so that $u\neq0$.

```lean
/-- Let `H` be symmetric with zero row sums and delete a symmetric set of entries with total `s`. If
there is at least one coordinate, uniform translation has Rayleigh quotient `-s/n`, and some
eigenvalue is at most `-s/n`. -/
theorem truncation_rayleigh [Nonempty n] (H : Matrix n n ℝ) (S : Finset (n × n))
    (hH : Hᵀ = H) (hrow : ∀ i, ∑ j, H i j = 0) (hS : ∀ i j, (i, j) ∈ S → (j, i) ∈ S) :
    rayleigh (truncate H S) translation = -deletedTotal H S / Fintype.card n ∧
    ∃ (μ : ℝ) (v : n → ℝ), v ≠ 0 ∧ truncate H S *ᵥ v = μ • v ∧
      μ ≤ -deletedTotal H S / Fintype.card n := by
  have hn : (translation : n → ℝ) ⬝ᵥ translation = Fintype.card n := by
    simp [dotProduct, translation]
  have hR : rayleigh (truncate H S) translation = -deletedTotal H S / Fintype.card n := by
    rw [rayleigh, translation_energy H S hrow, hn]
  have ht : (translation : n → ℝ) ≠ 0 := fun h =>
    one_ne_zero (congrFun h (Classical.arbitrary n) : (1 : ℝ) = 0)
  refine ⟨hR, ?_⟩
  rw [← hR]
  exact exists_eigenvalue_le_rayleigh _ (truncate_symm H S hH hS) _ ht
```

If only one of the two entries is deleted, this inference can fail. Removing just the upper right entry of the bending matrix given at the end yields the quotient $-1/3$, but the eigenvalues are $0$ and $3\pm2\sqrt2$.

## The sign of the deleted total

A positive $s$ means that the deleted entries were, on balance, positive. Deleting the coupling of an ordinary spring, with matrix $\begin{pmatrix}\kappa&-\kappa\\-\kappa&\kappa\end{pmatrix}$ and spring constant $\kappa>0$, gives $s=-2\kappa$ and leaves no negative eigenvalue.

At $s=0$ the bound gives only an eigenvalue at most zero. The hypothesis `hne`, that some $d_i\neq0$, settles this case: the truncated model has a net force on some atom under translation. Suppose $s\geq0$ and $A$ had no negative eigenvalue. Then $0\leq u\cdot Au=-s\leq0$. Expanding $u$ in orthonormal eigenvectors with coefficients $c_k$ and eigenvalues $\lambda_k$ gives $\sum_k\lambda_kc_k^2=0$, so every $\lambda_kc_k=0$ and $Au=0$. This contradicts $d_i\neq0$. In Lean, `dotProduct_mulVec_zero_iff` supplies the step from zero energy to zero force.

```lean
/-- Let `H` be symmetric with zero row sums and delete a symmetric set of entries with total
`s ≥ 0`. If the deleted entries of some row have non-zero sum, the truncated matrix has a
negative eigenvalue, even when `s = 0`. -/
theorem negative_eigenvalue (H : Matrix n n ℝ) (S : Finset (n × n))
    (hH : Hᵀ = H) (hrow : ∀ i, ∑ j, H i j = 0) (hS : ∀ i j, (i, j) ∈ S → (j, i) ∈ S)
    (hs : 0 ≤ deletedTotal H S) (hne : ∃ i, deletedRow H S i ≠ 0) :
    ∃ (μ : ℝ) (v : n → ℝ), v ≠ 0 ∧ truncate H S *ᵥ v = μ • v ∧ μ < 0 := by
  have hA : (truncate H S).IsHermitian := by
    unfold Matrix.IsHermitian
    rw [Matrix.conjTranspose_eq_transpose_of_trivial, truncate_symm H S hH hS]
  by_contra h
  have hpsd := hA.posSemidef_iff_eigenvalues_nonneg.2 fun i => by
    by_contra hi
    refine h ⟨hA.eigenvalues i, (hA.eigenvectorBasis i).ofLp, ?_,
      hA.mulVec_eigenvectorBasis i, not_le.1 hi⟩
    intro h0
    exact hA.eigenvectorBasis.orthonormal.ne_zero i (by ext j; exact congrFun h0 j)
  -- zero energy in a positive semidefinite form means zero force
  have h1 := hpsd.dotProduct_mulVec_nonneg translation
  have h2 := hpsd.dotProduct_mulVec_zero_iff translation
  rw [star_trivial, translation_energy H S hrow] at h1 h2
  have h3 := h2.1 (by linarith)
  obtain ⟨i, hi⟩ := hne
  have h4 := truncate_mulVec_translation H S hrow i
  rw [h3, Pi.zero_apply] at h4
  exact hi (by linarith)
```

If $s=0$ and all $d_i=0$, translation remains a zero mode, and a stable $H$ may stay stable, as when nothing is deleted.

## Fixed off-diagonal entries: one possible diagonal

The hypothesis `hB` allows a corrected matrix $B$ to differ from $A$ only on the diagonal. Then

$$(Bu)_i=B_{ii}+\sum_{k\neq i}A_{ik},$$

which vanishes for every $i$ exactly when $B_{ii}=-\sum_{k\neq i}A_{ik}$. The proof splits off the diagonal term and reads this equation in both directions. If off-diagonal entries could change too, $B=0$ would also have the zero mode.

```lean
/-- Among all matrices `B` with the off-diagonal entries of `A`, the one with reset diagonal, and
no other, has uniform translation as a zero mode. -/
theorem zero_mode_iff_reset (A B : Matrix n n ℝ) (hB : ∀ i j, i ≠ j → B i j = A i j) :
    B *ᵥ translation = 0 ↔ B = resetDiagonal A := by
  have hsum : ∀ i, (B *ᵥ translation) i = B i i + ∑ k ∈ Finset.univ.erase i, A i k := by
    intro i
    have h1 : (B *ᵥ translation) i = ∑ k, B i k := by
      simp [Matrix.mulVec, dotProduct, translation]
    have h2 : B i i + ∑ k ∈ Finset.univ.erase i, B i k = ∑ k, B i k :=
      Finset.add_sum_erase _ _ (Finset.mem_univ i)
    rw [h1, ← h2, Finset.sum_congr rfl fun k hk => hB i k (Finset.ne_of_mem_erase hk).symm]
  have hd : ∀ i, resetDiagonal A i i = -∑ k ∈ Finset.univ.erase i, A i k :=
    fun i => if_pos rfl
  constructor
  · intro h
    ext i j
    by_cases hij : i = j
    · subst hij
      have h0 := hsum i
      rw [h, Pi.zero_apply] at h0
      rw [hd]
      linarith
    · rw [hB i j hij]
      exact (if_neg hij).symm
  · intro h
    ext i
    rw [hsum i, h, hd, Pi.zero_apply]
    exact neg_add_cancel _
```

The reset restores the zero mode; it does not promise that the other eigenvalues are nonnegative.

## A stable bending chain made unstable

For three atoms with displacements $x_0,x_1,x_2$, the quadratic form $x\cdot Hx=(x_0-2x_1+x_2)^2$ is never negative. Deleting the end-to-end coupling gives $s=2$, so some eigenvalue is at most $-2/3$. Lean checks the square by expansion and applies the general bound.

```lean
/-- Force constants of a three-atom chain whose energy depends only on the bending
coordinate `x₀ - 2 x₁ + x₂`. -/
def bendingChain : Matrix (Fin 3) (Fin 3) ℝ := !![1, -2, 1; -2, 4, -2; 1, -2, 1]

/-- The bending chain is symmetric, has zero row sums and a nonnegative quadratic form, yet
deleting the coupling between its end atoms produces a negative eigenvalue. -/
theorem bendingChain_witness :
    bendingChainᵀ = bendingChain ∧ (∀ i, ∑ j, bendingChain i j = 0) ∧
    (∀ x, 0 ≤ x ⬝ᵥ bendingChain *ᵥ x) ∧
    ∃ (μ : ℝ) (v : Fin 3 → ℝ), v ≠ 0 ∧
      truncate bendingChain {(0, 2), (2, 0)} *ᵥ v = μ • v ∧ μ < 0 := by
  have hH : bendingChainᵀ = bendingChain := by
    ext i j
    fin_cases i <;> fin_cases j <;> simp [bendingChain]
  have hrow : ∀ i, ∑ j, bendingChain i j = 0 := by
    intro i
    fin_cases i <;> norm_num [bendingChain, Fin.sum_univ_succ]
  refine ⟨hH, hrow, fun x => ?_, ?_⟩
  · have h : x ⬝ᵥ bendingChain *ᵥ x = (x 0 - 2 * x 1 + x 2) ^ 2 := by
      simp [bendingChain, Matrix.mulVec, dotProduct, Fin.sum_univ_three]
      ring
    rw [h]
    positivity
  · have hs : deletedTotal bendingChain {(0, 2), (2, 0)} = 2 := by
      have h02 : bendingChain 0 2 = 1 := rfl
      have h20 : bendingChain 2 0 = 1 := rfl
      rw [deletedTotal, Finset.sum_pair (by decide)]
      show bendingChain 0 2 + bendingChain 2 0 = 2
      rw [h02, h20]
      norm_num
    obtain ⟨-, μ, v, hv, he, hμ⟩ :=
      truncation_rayleigh bendingChain {(0, 2), (2, 0)} hH hrow (by decide)
    refine ⟨μ, v, hv, he, ?_⟩
    rw [hs, Fintype.card_fin] at hμ
    norm_num at hμ
    linarith

end

end TruncatedForceConstants
```

```lean
#print axioms TruncatedForceConstants.truncation_rayleigh
-- 'TruncatedForceConstants.truncation_rayleigh' depends on axioms: [propext, Classical.choice, Quot.sound]
#print axioms TruncatedForceConstants.negative_eigenvalue
-- 'TruncatedForceConstants.negative_eigenvalue' depends on axioms: [propext, Classical.choice, Quot.sound]
#print axioms TruncatedForceConstants.zero_mode_iff_reset
-- 'TruncatedForceConstants.zero_mode_iff_reset' depends on axioms: [propext, Classical.choice, Quot.sound]
```

The Lean results treat one coordinate per atom. In three dimensions, the eigenvalue bound applies to the block of the matrix that belongs to one Cartesian direction, with $s$ and $n$ counted in that block, and the lowest eigenvalue of the full truncated matrix obeys the same bound. The reset, however, has to cover the whole $3\times3$ block of each atom with itself, since a translation along $x$ can also produce forces along $y$ and $z$. Mass weighting preserves the number of negative eigenvalues but not the bound $-s/n$.
